# The least double occupation of a Hubbard-dimer singlet with a prescribed real density matrix

Put two electrons in a singlet on two sites with one orbital each. Let $a$ and $c$ be the real amplitudes for both electrons on site 1 and both on site 2, and let $b$ be the amplitude of the covalent singlet, with one electron on each site. Suppose the sites are equally occupied and the bond order $x=\sqrt2\,b(a+c)$ satisfies $0<x\le 1$. Equal occupation means $a^2=c^2$, and $x\neq0$ excludes $a=-c$, so $a=c$. With the covalent weight $B=b^2$, normalisation gives $2a^2=1-B$, and therefore

$$x^2=8a^2b^2=4B(1-B),\qquad B=\tfrac12\bigl(1\pm\sqrt{1-x^2}\bigr).$$

The density matrix leaves two choices of covalent weight, which coincide at $x=1$. The larger one gives the smaller double occupation, $1-B=\tfrac12(1-\sqrt{1-x^2})$.

With unequal occupations and complex amplitudes, the quadratic equation for $B$ becomes a quadratic inequality, and its upper end again gives the minimum. Write $y$ for the occupation difference per spin and $r^2=x^2+y^2$. For real $x,y$ with $0<r^2\le1$, the least double occupation is

$$F(x,y)=\frac{x^2\bigl(1-\sqrt{1-r^2}\bigr)+2y^2}{2r^2}.$$

For the two-site, two-electron singlet with real bond order and repulsive interaction $U>0$, this is the exact pure-state interaction functional of density-matrix functional theory, divided by the Hubbard $U$. Approximate functionals can be compared with it in that model.

In Lean 4 with Mathlib:

```lean
import Mathlib

open Matrix ComplexConjugate

namespace HubbardDimerRDMFT

noncomputable section
```

## States, density matrix and interaction

The spatial part of a singlet is a symmetric function of two site indices, hence a symmetric matrix:

$$\Psi=\begin{pmatrix}a&b/\sqrt2\\ b/\sqrt2&c\end{pmatrix}.$$

The factor $1/\sqrt2$ makes the total weight $|a|^2+|b|^2+|c|^2$. From here on the amplitudes may be complex.

```lean
/-- Spatial pair function of a dimer singlet: `a` and `c` are the amplitudes for both electrons
on the first or the second site, `b` is the amplitude of the covalent singlet. -/
def pairWave (a b c : ℂ) : Matrix (Fin 2) (Fin 2) ℂ :=
  !![a, ((√2 / 2 : ℝ) : ℂ) * b; ((√2 / 2 : ℝ) : ℂ) * b, c]
```

Tracing out one electron gives the density matrix for one spin, $\gamma=\Psi\Psi^\dagger$. Its trace is 1 for a normalised state, since there is one electron of each spin.

```lean
/-- One-particle density matrix, per spin, of the pair function `Ψ`. -/
def rdm (Ψ : Matrix (Fin 2) (Fin 2) ℂ) : Matrix (Fin 2) (Fin 2) ℂ := Ψ * Ψᴴ
```

The Hubbard interaction counts doubly occupied sites, so its expectation value per $U$ is $|\Psi_{11}|^2+|\Psi_{22}|^2=|a|^2+|c|^2$.

```lean
/-- Hubbard interaction energy per `U`: for a normalised pair function, the probability that both
electrons share a site. -/
def doubleOcc (Ψ : Matrix (Fin 2) (Fin 2) ℂ) : ℝ := ∑ i, Complex.normSq (Ψ i i)
```

The prescribed density matrix is

$$\gamma=\frac12\begin{pmatrix}1+y&x\\x&1-y\end{pmatrix}.$$

In this convention $y$ is the occupation difference for one spin, while $x$ is the off-diagonal element summed over both spins. A complex bond order, as in a current-carrying state, is not treated.

```lean
/-- Real density matrix of unit trace with bond order `x` and occupation difference `y`. -/
def dimerRDM (x y : ℝ) : Matrix (Fin 2) (Fin 2) ℂ :=
  !![(((1 + y) / 2 : ℝ) : ℂ), ((x / 2 : ℝ) : ℂ); ((x / 2 : ℝ) : ℂ), (((1 - y) / 2 : ℝ) : ℂ)]
```

The closed formula $F(x,y)$ receives its own name. It is used only for $0<r^2\le1$.

```lean
/-- The closed formula for the interaction functional per `U`, for `U > 0` and `0 < x² + y² ≤ 1`. -/
def interactionFunctional (x y : ℝ) : ℝ :=
  (x ^ 2 * (1 - √(1 - (x ^ 2 + y ^ 2))) + 2 * y ^ 2) / (2 * (x ^ 2 + y ^ 2))
```

## The constraint in terms of amplitudes

Multiplying out $\Psi\Psi^\dagger$ gives diagonal entries $|a|^2+|b|^2/2$ and $|c|^2+|b|^2/2$, and upper off-diagonal entry $(a\bar b+b\bar c)/\sqrt2$. The sum and difference of the diagonal entries, together with the off-diagonal entry, give

$$|a|^2+|b|^2+|c|^2=1,\quad |a|^2-|c|^2=y,\quad \sqrt2\,(a\bar b+b\bar c)=x.$$

The last equation is complex. The theorem `rdm_eq_iff` states it as a condition on the real part and the vanishing of the imaginary part. Its proof compares the matrices entry by entry, using $(\sqrt2/2)^2=1/2$.

```lean
/-- A singlet has the density matrix with parameters `x`, `y` exactly when it is normalised, its
occupation difference is `y`, and its bond order is real and equal to `x`. -/
theorem rdm_eq_iff (a b c : ℂ) (x y : ℝ) :
    rdm (pairWave a b c) = dimerRDM x y ↔
      Complex.normSq a + Complex.normSq b + Complex.normSq c = 1 ∧
      Complex.normSq a - Complex.normSq c = y ∧
      √2 * (a * conj b + b * conj c).re = x ∧ (a * conj b + b * conj c).im = 0 := by
  obtain ⟨k, hk⟩ : ∃ k : ℝ, k = √2 / 2 := ⟨_, rfl⟩
  have hs : √2 = 2 * k := by linarith
  have hkk : k * k = 1 / 2 := by
    have h2 : √2 * √2 = 2 := Real.mul_self_sqrt (by norm_num)
    rw [hk]
    linear_combination h2 / 4
  unfold pairWave
  rw [← hk, hs, rdm, dimerRDM, ← Matrix.ext_iff]
  -- compare the real and imaginary parts of the four entries
  simp only [Fin.forall_fin_two, Matrix.mul_apply, Fin.sum_univ_two,
    Matrix.conjTranspose_apply, Matrix.of_apply, Matrix.cons_val', Matrix.cons_val_zero,
    Matrix.cons_val_one, Matrix.cons_val_fin_one, Complex.ext_iff, Complex.add_re,
    Complex.add_im, Complex.mul_re, Complex.mul_im, Complex.ofReal_re, Complex.ofReal_im,
    Complex.star_def, Complex.conj_re, Complex.conj_im, Complex.normSq_apply]
  constructor
  · rintro ⟨⟨⟨h1, _⟩, h2, h3⟩, _, h4, _⟩
    refine ⟨?_, ?_, ?_, ?_⟩
    · linear_combination h1 + h4 - 2 * (b.re * b.re + b.im * b.im) * hkk
    · linear_combination h1 - h4
    · linear_combination 2 * h2
    · linear_combination 2 * k * h3 -
        2 * (a.im * b.re - a.re * b.im + b.im * c.re - b.re * c.im) * hkk
  · rintro ⟨g1, g2, g3, g4⟩
    refine ⟨⟨⟨?_, ?_⟩, ?_, ?_⟩, ⟨?_, ?_⟩, ?_, ?_⟩
    · linear_combination (g1 + g2) / 2 + (b.re * b.re + b.im * b.im) * hkk
    · ring
    · linear_combination g3 / 2
    · linear_combination k * g4
    · linear_combination g3 / 2
    · linear_combination -k * g4
    · linear_combination (g1 - g2) / 2 + (b.re * b.re + b.im * b.im) * hkk
    · ring
```

For real amplitudes the imaginary part vanishes automatically, which leaves three real equations.

```lean
/-- For real amplitudes the density-matrix constraint is three real equations. -/
theorem rdm_eq_iff_real (a b c x y : ℝ) :
    rdm (pairWave a b c) = dimerRDM x y ↔
      a ^ 2 + b ^ 2 + c ^ 2 = 1 ∧ a ^ 2 - c ^ 2 = y ∧ √2 * b * (a + c) = x := by
  rw [rdm_eq_iff]
  simp only [Complex.normSq_apply, Complex.add_re, Complex.add_im, Complex.mul_re,
    Complex.mul_im, Complex.conj_re, Complex.conj_im, Complex.ofReal_re, Complex.ofReal_im]
  constructor
  · rintro ⟨h1, h2, h3, _⟩
    exact ⟨by linear_combination h1, by linear_combination h2, by linear_combination h3⟩
  · rintro ⟨h1, h2, h3⟩
    exact ⟨by linear_combination h1, by linear_combination h2, by linear_combination h3, by ring⟩
```

## A quadratic inequality for the covalent weight

Let $B=|b|^2$. Multiplying $a\pm c$ by $\bar b$ removes the dependence on the overall phase. Write

$$\bar b(a+c)=P+iQ,\qquad \bar b(a-c)=D,$$

with $P,Q,D$ real. The second quantity is real because its imaginary part is that of $a\bar b+b\bar c$, which is zero. The real part of the same expression is $P$, so $x=\sqrt2P$ and $x^2=2P^2$.

The occupation difference is $y=\operatorname{Re}\,(a+c)\overline{(a-c)}$. Multiplied by $B$, it becomes $By=PD$. Normalisation gives $|a+c|^2+|a-c|^2=2(1-B)$, and multiplication by $B$ turns this into

$$P^2+Q^2+D^2=2B(1-B).$$

Multiply by $4P^2$ and substitute $2P^2=x^2$ and $PD=By$:

$$4Bx^2-4r^2B^2-x^4=4P^2Q^2\ge0.$$

For real amplitudes $Q=0$, and equality holds. With $y=0$ and $x\neq0$ it reduces to the equation $x^2=4B(1-B)$ of the opening example.

The proof turns on the tactic `linear_combination`. Given an equation to prove and a list of known equations with coefficients, it subtracts the weighted known equations from the goal and asks `ring` to confirm that nothing remains. In the step `key`, the coefficient $-4P^2$ belongs to the normalisation equation `e2`. The coefficient $4(PD+By)$ turns `e1`, which says $PD=By$, into an equation between squares. The coefficient of `e3` replaces $2P^2$ by $x^2$ throughout. The elimination done by hand is thus recorded in three coefficients.

```lean
/-- The density matrix restricts the covalent weight `|b|²` of a singlet by a quadratic
inequality. -/
theorem covalent_weight_bound {a b c : ℂ} {x y : ℝ}
    (h : rdm (pairWave a b c) = dimerRDM x y) :
    4 * (x ^ 2 + y ^ 2) * Complex.normSq b ^ 2 + x ^ 4 ≤ 4 * Complex.normSq b * x ^ 2 := by
  obtain ⟨g1, g2, g3, g4⟩ := (rdm_eq_iff a b c x y).1 h
  simp only [Complex.normSq_apply, Complex.add_re, Complex.add_im, Complex.mul_re,
    Complex.mul_im, Complex.conj_re, Complex.conj_im] at g1 g2 g3 g4
  -- P + iQ and D are the amplitudes a + c and a - c, multiplied by conj b
  obtain ⟨B, hB⟩ : ∃ B : ℝ, B = b.re * b.re + b.im * b.im := ⟨_, rfl⟩
  obtain ⟨P, hP⟩ : ∃ P : ℝ, P = b.re * (a.re + c.re) + b.im * (a.im + c.im) := ⟨_, rfl⟩
  obtain ⟨Q, hQ⟩ : ∃ Q : ℝ, Q = b.re * (a.im + c.im) - b.im * (a.re + c.re) := ⟨_, rfl⟩
  obtain ⟨D, hD⟩ : ∃ D : ℝ, D = b.re * (a.re - c.re) + b.im * (a.im - c.im) := ⟨_, rfl⟩
  have e1 : P * D = B * y := by
    rw [hP, hD, hB]
    linear_combination (b.re * b.re + b.im * b.im) * g2 -
      (b.re * (a.im + c.im) - b.im * (a.re + c.re)) * g4
  have e2 : 2 * B ^ 2 + P ^ 2 + Q ^ 2 + D ^ 2 = 2 * B := by
    rw [hP, hQ, hD, hB]
    linear_combination 2 * (b.re * b.re + b.im * b.im) * g1 -
      (b.re * (a.im - c.im) - b.im * (a.re - c.re)) * g4
  have e3 : x ^ 2 = 2 * P ^ 2 := by
    have hx : x = √2 * P := by
      rw [hP]
      linear_combination -g3
    rw [hx, mul_pow, Real.sq_sqrt (by norm_num)]
  have key : 4 * B * x ^ 2 - (4 * (x ^ 2 + y ^ 2) * B ^ 2 + x ^ 4) = 4 * (P * Q) ^ 2 := by
    linear_combination (4 * B - 4 * B ^ 2 - (x ^ 2 + 2 * P ^ 2)) * e3 +
      4 * (P * D + B * y) * e1 - 4 * P ^ 2 * e2
  rw [Complex.normSq_apply, ← hB]
  linarith [sq_nonneg (P * Q)]
```

## Why the parameters lie in the unit disc

Multiplying the inequality by $r^2$ and completing the square gives

$$(2r^2B-x^2)^2\le x^4(1-r^2).$$

If $r^2>1$, the right-hand side can be non-negative only for $x=0$. Then $|y|>1$, which contradicts $y=|a|^2-|c|^2$ for a normalised state. Physically, the eigenvalues of $\gamma$ are $(1\pm r)/2$, and $r\le1$ keeps these occupation numbers between 0 and 1.

```lean
/-- If a singlet has the real density matrix with parameters `x`, `y`, then these lie in the unit
disc. -/
theorem sq_add_sq_le_one {a b c : ℂ} {x y : ℝ}
    (h : rdm (pairWave a b c) = dimerRDM x y) : x ^ 2 + y ^ 2 ≤ 1 := by
  have hB := covalent_weight_bound h
  obtain ⟨g1, g2, _, _⟩ := (rdm_eq_iff a b c x y).1 h
  have na := Complex.normSq_nonneg a
  have nb := Complex.normSq_nonneg b
  have nc := Complex.normSq_nonneg c
  by_contra hc
  have hc' : 1 < x ^ 2 + y ^ 2 := lt_of_not_ge hc
  have hR : 0 ≤ x ^ 2 + y ^ 2 := by positivity
  have hk : x ^ 4 * (x ^ 2 + y ^ 2 - 1) ≤ 0 := by
    nlinarith [mul_le_mul_of_nonneg_left hB hR,
      sq_nonneg (2 * (x ^ 2 + y ^ 2) * Complex.normSq b - x ^ 2)]
  have hx : x = 0 := by
    by_contra hx
    have hx4 : 0 < x ^ 4 := by positivity
    linarith [mul_pos hx4 (sub_pos.2 hc')]
  rw [hx] at hc'
  have y1 : y ≤ 1 := by linarith
  have y2 : -1 ≤ y := by linarith
  nlinarith [mul_nonneg (sub_nonneg.2 y1) (neg_le_iff_add_nonneg.1 y2)]
```

## A real state that reaches the bound

Let $q=\sqrt{1-r^2}$. Since $r^2>0$, we have $q<1$, and we may choose

$$s=a+c=\sqrt{1-q},\qquad d=a-c=\frac ys,\qquad b=\frac{x}{\sqrt2\,s}.$$

The occupation difference $sd=y$ and the bond order $\sqrt2\,bs=x$ are then correct. For the norm, use $r^2=1-q^2=s^2(1+q)$:

$$s^2(s^2+d^2+2b^2)=s^4+y^2+x^2=s^2(1-q+1+q)=2s^2.$$

Hence $a^2+b^2+c^2=(s^2+d^2)/2+b^2=1$. The covalent weight is

$$b^2=\frac{x^2}{2(1-q)}=\frac{x^2(1+q)}{2r^2},$$

and $a^2+c^2=1-b^2=F(x,y)$.

```lean
/-- For `0 < x² + y² ≤ 1` some real singlet has the prescribed density matrix and a double
occupation equal to the closed formula. -/
theorem exists_real_minimiser {x y : ℝ} (h0 : 0 < x ^ 2 + y ^ 2) (h1 : x ^ 2 + y ^ 2 ≤ 1) :
    ∃ a b c : ℝ, rdm (pairWave a b c) = dimerRDM x y ∧
      a ^ 2 + c ^ 2 = interactionFunctional x y := by
  unfold interactionFunctional
  have hq2 : √(1 - (x ^ 2 + y ^ 2)) ^ 2 = 1 - (x ^ 2 + y ^ 2) := Real.sq_sqrt (by linarith)
  generalize √(1 - (x ^ 2 + y ^ 2)) = q at *
  have hq1 : 0 < 1 - q := by nlinarith
  -- s = a + c and d = a - c
  obtain ⟨s, hs, hs2⟩ : ∃ s : ℝ, 0 < s ∧ s ^ 2 = 1 - q :=
    ⟨√(1 - q), Real.sqrt_pos.2 hq1, Real.sq_sqrt hq1.le⟩
  have ht : √2 ^ 2 = 2 := Real.sq_sqrt (by norm_num)
  have ht0 : 0 < √2 := Real.sqrt_pos.2 (by norm_num)
  obtain ⟨d, hd⟩ : ∃ d : ℝ, s * d = y := ⟨y / s, mul_div_cancel₀ y hs.ne'⟩
  obtain ⟨b, hb⟩ : ∃ b : ℝ, √2 * s * b = x :=
    ⟨x / (√2 * s), mul_div_cancel₀ x (mul_pos ht0 hs).ne'⟩
  have hy2 : y ^ 2 = s ^ 2 * d ^ 2 := by rw [← hd]; ring
  have hx2 : x ^ 2 = 2 * b ^ 2 * s ^ 2 := by
    rw [← hb]
    linear_combination s ^ 2 * b ^ 2 * ht
  have hr : x ^ 2 + y ^ 2 = s ^ 2 * (1 + q) := by
    linear_combination hq2 - (1 + q) * hs2
  have hn : s ^ 2 + d ^ 2 + 2 * b ^ 2 = 2 := by
    apply mul_left_cancel₀ (pow_pos hs 2).ne'
    linear_combination -hy2 - hx2 + hr + s ^ 2 * hs2
  refine ⟨(s + d) / 2, b, (s - d) / 2, (rdm_eq_iff_real _ _ _ x y).2 ⟨?_, ?_, ?_⟩, ?_⟩
  · linear_combination hn / 2
  · linear_combination hd
  · linear_combination hb
  · rw [eq_div_iff (by positivity)]
    linear_combination (x ^ 2 + y ^ 2) * hn + (1 + q) * hx2 - 2 * b ^ 2 * hr
```

## The minimum over complex and real singlets

For any admissible complex state, the completed square reads $(2r^2B-x^2)^2\le(x^2q)^2$. Taking the root gives $2r^2B\le x^2(1+q)$, so

$$|a|^2+|c|^2=1-B\ge\frac{2r^2-x^2(1+q)}{2r^2}=F(x,y).$$

The statement `IsLeast S m` means that `m` belongs to the set `S` and is a lower bound for it. Here `S` contains the double occupations of all complex singlets with the prescribed density matrix. The real state above supplies membership, and `abs_le_of_sq_le_sq` takes the root in the lower bound.

The search runs over pure singlets only; triplet components and ensembles are left out.

```lean
/-- Exact pure-state interaction functional per `U`, for repulsive `U > 0`: for `0 < x² + y² ≤ 1`
the closed formula is the attained minimum of the double occupation over all complex singlets with
the prescribed density matrix. -/
theorem isLeast_doubleOcc {x y : ℝ} (h0 : 0 < x ^ 2 + y ^ 2) (h1 : x ^ 2 + y ^ 2 ≤ 1) :
    IsLeast {w : ℝ | ∃ a b c : ℂ, rdm (pairWave a b c) = dimerRDM x y ∧
      doubleOcc (pairWave a b c) = w} (interactionFunctional x y) := by
  constructor
  · obtain ⟨a, b, c, h, hw⟩ := exists_real_minimiser h0 h1
    refine ⟨a, b, c, h, ?_⟩
    rw [← hw]
    simp [doubleOcc, pairWave, Fin.sum_univ_two, Complex.normSq_ofReal, pow_two]
  · rintro w ⟨a, b, c, h, rfl⟩
    have hB := covalent_weight_bound h
    have g1 := ((rdm_eq_iff a b c x y).1 h).1
    have hw : doubleOcc (pairWave a b c) = 1 - Complex.normSq b := by
      have : doubleOcc (pairWave a b c) = Complex.normSq a + Complex.normSq c := by
        simp [doubleOcc, pairWave, Fin.sum_univ_two]
      linarith
    rw [hw, interactionFunctional, div_le_iff₀ (by positivity)]
    have hq2 : √(1 - (x ^ 2 + y ^ 2)) ^ 2 = 1 - (x ^ 2 + y ^ 2) := Real.sq_sqrt (by linarith)
    have hq0 := Real.sqrt_nonneg (1 - (x ^ 2 + y ^ 2))
    generalize √(1 - (x ^ 2 + y ^ 2)) = q at *
    -- complete the square in the covalent weight
    have hsq : (2 * (x ^ 2 + y ^ 2) * Complex.normSq b - x ^ 2) ^ 2 ≤ (x ^ 2 * q) ^ 2 := by
      rw [mul_pow, hq2]
      linarith [mul_le_mul_of_nonneg_left hB h0.le]
    have := (abs_le.1 (abs_le_of_sq_le_sq hsq (by positivity))).2
    linarith
```

Real amplitudes form a subset of the complex ones, so they inherit the lower bound, and the minimiser is already real. The next theorem writes out the three constraints and the formula in full.

```lean
/-- For `0 < x² + y² ≤ 1` the minimum of `a² + c²` over real normalised amplitudes with
occupation difference `y` and bond order `x` is attained and equals the closed formula. -/
theorem isLeast_real {x y : ℝ} (h0 : 0 < x ^ 2 + y ^ 2) (h1 : x ^ 2 + y ^ 2 ≤ 1) :
    IsLeast {w : ℝ | ∃ a b c : ℝ, a ^ 2 + b ^ 2 + c ^ 2 = 1 ∧ a ^ 2 - c ^ 2 = y ∧
      √2 * b * (a + c) = x ∧ a ^ 2 + c ^ 2 = w}
      ((x ^ 2 * (1 - √(1 - (x ^ 2 + y ^ 2))) + 2 * y ^ 2) / (2 * (x ^ 2 + y ^ 2))) := by
  constructor
  · obtain ⟨a, b, c, h, hw⟩ := exists_real_minimiser h0 h1
    obtain ⟨e1, e2, e3⟩ := (rdm_eq_iff_real a b c x y).1 h
    exact ⟨a, b, c, e1, e2, e3, hw⟩
  · rintro w ⟨a, b, c, e1, e2, e3, rfl⟩
    refine (isLeast_doubleOcc h0 h1).2
      ⟨a, b, c, (rdm_eq_iff_real a b c x y).2 ⟨e1, e2, e3⟩, ?_⟩
    simp [doubleOcc, pairWave, Fin.sum_univ_two, Complex.normSq_ofReal, pow_two]
```

On the edge $r=1$ the formula gives $F=(1+y^2)/2$. This is the double occupation of two electrons in one orbital with site probabilities $(1\pm y)/2$, as in a non-interacting dimer. Near the centre the value depends on direction: $F=1$ along $x=0$ with $y\ne0$, whereas $F\to0$ along $y=0$ as $x\to0$. The formula therefore has no continuous extension to the origin.

## Which density matrices come from a pure singlet

The disc condition is also sufficient. For $0<r^2\le1$ the state constructed above has the required density matrix. At the origin the covalent singlet $a=c=0$, $b=1$ gives $\gamma=\tfrac12\mathbb 1$. The representability theorem thus includes the centre, which the two minimum theorems exclude.

```lean
/-- Pure-state representability: the density matrix with parameters `x`, `y` comes from a
singlet exactly when `x² + y² ≤ 1`. -/
theorem representable_iff (x y : ℝ) :
    (∃ a b c : ℂ, rdm (pairWave a b c) = dimerRDM x y) ↔ x ^ 2 + y ^ 2 ≤ 1 := by
  constructor
  · rintro ⟨a, b, c, h⟩
    exact sq_add_sq_le_one h
  · intro h1
    by_cases h0 : 0 < x ^ 2 + y ^ 2
    · obtain ⟨a, b, c, h, _⟩ := exists_real_minimiser h0 h1
      exact ⟨a, b, c, h⟩
    · -- at the centre of the disc the covalent singlet does it
      have hx : x = 0 := by
        by_contra hx
        exact h0 (by positivity)
      have hy : y = 0 := by
        by_contra hy
        exact h0 (by positivity)
      refine ⟨(0 : ℝ), (1 : ℝ), (0 : ℝ), (rdm_eq_iff_real 0 1 0 x y).2 ⟨?_, ?_, ?_⟩⟩
      · norm_num
      · rw [hy]; norm_num
      · rw [hx]; ring

end

end HubbardDimerRDMFT
```

```lean
#print axioms HubbardDimerRDMFT.isLeast_doubleOcc
#print axioms HubbardDimerRDMFT.isLeast_real
#print axioms HubbardDimerRDMFT.representable_iff
```

```
'HubbardDimerRDMFT.isLeast_doubleOcc' depends on axioms: [propext, Classical.choice, Quot.sound]
'HubbardDimerRDMFT.isLeast_real' depends on axioms: [propext, Classical.choice, Quot.sound]
'HubbardDimerRDMFT.representable_iff' depends on axioms: [propext, Classical.choice, Quot.sound]
```
